# On a periodic ring with an even number of sites, the explicit diffusion step never increases the l2 norm exactly when 0 ≤ r ≤ 1/2

## A smooth profile that turns into a growing zigzag

Take a diffusion code that advances a field by small explicit time steps, and make the time step slightly too long. For a while the profile spreads as it should. Then a pattern appears that alternates in sign from one site to the next, and it grows until it swamps the solution. Diffusion smooths differences out, so the growth comes from the discretisation.

The numbers are quickly severe. Take the forward Euler step with the three-point second difference, and let the mesh ratio r be the diffusion constant times the time step, divided by the square of the site spacing. At r = 0.6 the alternating pattern is multiplied by 1 − 4r = −1.4 in each step. A rounding error of relative size 10⁻¹⁶ in that pattern grows by a factor of about 2 × 10⁷ in fifty steps, and by the square of that in a hundred. On an even ring the limit on r that excludes such growth can be stated exactly.

## The step and its mesh ratio

The diffusion equation in one dimension is

∂f/∂t = D ∂²f/∂x²

with diffusion constant D. Put the field on N equally spaced sites with spacing Δx, close them into a ring, and replace the derivatives by differences over one time step Δt. The new field is

(Tf)(x) = f(x) + r (f(x+1) − 2 f(x) + f(x−1)), r = D Δt / Δx²,

where x now counts sites modulo N. The bracket is the periodic lattice Laplacian without its factor 1/Δx². In an array language the whole step is one line, for example `f + r*(np.roll(f,-1) - 2*f + np.roll(f,1))` in NumPy, where `roll` supplies the periodic wrap-around.

The size of the field is measured by

‖f‖ = √(Σₓ |f(x)|²).

The claim, for even N ≥ 2 and real r, is

‖Tf‖ ≤ ‖f‖ for every complex field f ⇔ 0 ≤ r ≤ 1/2.

For positive D the upper limit reads Δt ≤ Δx²/(2D). Halving the spacing therefore divides the longest admissible time step by four.

The same update appears in imaginary-time propagation of a single free particle of mass M on a one-dimensional periodic grid, with D = ħ/(2M) and no potential. There, for an even number of grid points, the bound is the exact condition for this explicit step never to increase the norm, before any renormalisation of the state.

## What one step does to a plane wave

Let ψ be a lattice plane wave with phase advance θ per site, so that ψ(x+1) = e^{iθ} ψ(x) and ψ(x−1) = e^{−iθ} ψ(x). Then

(Tψ)(x) = [1 + r (e^{iθ} + e^{−iθ} − 2)] ψ(x)
= [1 − 2r (1 − cos θ)] ψ(x)
= [1 − 4r sin²(θ/2)] ψ(x).

The ring allows only phases with e^{iNθ} = 1. For r > 0 the factor is lowest at θ = π, where it equals 1 − 4r. That phase fits on the ring exactly when N is even, and it is the alternating pattern of the opening example.

## Why r between 0 and 1/2 is enough

The sufficient direction needs no Fourier sum. Regroup the step as

(Tf)(x) = (1 − 2r) f(x) + r f(x+1) + r f(x−1).

For 0 ≤ r ≤ 1/2 the three weights are non-negative and add up to 1, so the new value is a weighted average of three old ones. Write a = |f(x)|, b = |f(x+1)|, c = |f(x−1)| and w = 1 − 2r. The triangle inequality gives

|(Tf)(x)| ≤ w a + r b + r c.

The square of an average is at most the average of the squares, because

w a² + r b² + r c² − (w a + r b + r c)² = w r (a − b)² + w r (a − c)² + r² (b − c)² ≥ 0.

Hence

|(Tf)(x)|² ≤ (1 − 2r) |f(x)|² + r |f(x+1)|² + r |f(x−1)|².

Now sum over the ring. Shifting by one site only permutes the terms, so each of the three sums on the right equals ‖f‖², and

‖Tf‖² ≤ (1 − 2r + r + r) ‖f‖² = ‖f‖².

Evenness of N was not used. Repeating the argument step by step bounds the norm after any number of steps by its initial value.

## Why an even ring needs it

Let s(x) be 1 on even sites and −1 on odd sites. When N is even this is consistent around the ring, and both neighbours of a site carry the opposite sign. So

(Ts)(x) = s(x) + r (−s(x) − 2s(x) − s(x)) = (1 − 4r) s(x).

This also holds for N = 2, where the two neighbours are the same site counted twice. The norm of s is √N; the normalised field s/√N has norm |1 − 4r| after one step. If no field may grow, then

(1 − 4r)² ≤ 1, that is 8r (2r − 1) ≤ 0,

which means 0 ≤ r ≤ 1/2.

## Three sites, where r = 2/3 preserves the norm

Without evenness the equivalence fails. On a ring of three sites the neighbours of x are the two remaining sites, so with m the mean of the three values,

f(x+1) − 2f(x) + f(x−1) = 3m − 3f(x).

At r = 2/3 the step becomes

(Tf)(x) = 2m − f(x).

It reflects each value through the mean. Writing f(x) = m + d(x) with Σₓ d(x) = 0, the old and the new field both have squared norm 3|m|² + Σₓ |d(x)|². Every norm is preserved, although r exceeds 1/2. The step is still a poor model of diffusion, because the deviations d(x) only change sign and do not decay.

## How the statement reads in Lean

A field is a function `ZMod N → ℂ`. The type `ZMod N` is the integers modulo N, so `x + 1` and `x - 1` wrap around and the periodic boundary condition is part of the type. `heatStep r f` is Tf, and `l2Norm f` is the norm above. It has no factor √Δx; such a factor would multiply both sides of the inequality equally.

The main theorem is `stable_iff`. Its hypotheses are `NeZero N`, which excludes N = 0, and `Even N`; together they give N ≥ 2. The ratio `r` is any real number, so the lower bound 0 ≤ r is part of the conclusion. For r > 0 the condition reduces to r ≤ 1/2.

Stability here means that no field grows in one step. This is stricter than criteria that tolerate a growth factor 1 + CΔt per step, with a constant C independent of Δt.

The model has one dimension, a uniform grid, constant D, and neither source nor potential. Arithmetic is exact. Nothing is said about how closely the discrete solution follows the continuous one. Since `r` is real, the explicit step for the real-time Schrödinger equation, whose ratio is imaginary, is not covered.

```lean
import Mathlib

open Finset

namespace PeriodicDiffusionStability

noncomputable section

/-- One explicit time step of the diffusion equation on a ring of `N` sites, with mesh ratio `r`. -/
def heatStep {N : ℕ} (r : ℝ) (f : ZMod N → ℂ) : ZMod N → ℂ :=
  fun x => f x + (r : ℂ) * (f (x + 1) - 2 * f x + f (x - 1))

/-- The l2 norm of a complex field on the ring. -/
def l2Norm {N : ℕ} [NeZero N] (f : ZMod N → ℂ) : ℝ :=
  Real.sqrt (∑ x, ‖f x‖ ^ 2)

/-- The field on an even ring that is `1` on even sites and `-1` on odd sites. -/
def checkerboard {N : ℕ} (h : 2 ∣ N) : ZMod N → ℂ :=
  fun x => if ZMod.castHom h (ZMod 2) x = 0 then 1 else -1

/-- A lattice plane wave with phase advance `θ` per site is multiplied by
`1 - 4 r sin² (θ / 2)` in one time step. -/
theorem heatStep_planeWave {N : ℕ} (r θ : ℝ) (ψ : AddChar (ZMod N) ℂ)
    (hψ : ψ 1 = Complex.exp (θ * Complex.I)) (x : ZMod N) :
    heatStep r (fun y => ψ y) x = (1 - 4 * r * Complex.sin (θ / 2) ^ 2) * ψ x := by
  have hp : ψ (x + 1) = ψ x * Complex.exp (θ * Complex.I) := by
    rw [AddChar.map_add_eq_mul, hψ]
  have hinv : Complex.exp (θ * Complex.I) * Complex.exp (-θ * Complex.I) = 1 := by
    rw [← Complex.exp_add, neg_mul, add_neg_cancel, Complex.exp_zero]
  have hback : ψ x = ψ (x - 1) * Complex.exp (θ * Complex.I) := by
    rw [← hψ, ← AddChar.map_add_eq_mul, sub_add_cancel]
  have hm : ψ (x - 1) = ψ x * Complex.exp (-θ * Complex.I) := by
    rw [hback, mul_assoc, hinv, mul_one]
  -- the two neighbours add up to a cosine
  have hcos : Complex.exp (θ * Complex.I) + Complex.exp (-θ * Complex.I)
      = 2 * Complex.cos θ := by
    rw [Complex.cos]
    ring
  have hhalf : Complex.cos θ = 2 * Complex.cos (θ / 2) ^ 2 - 1 := by
    rw [← Complex.cos_two_mul]
    congr 1
    ring
  have hone := Complex.sin_sq_add_cos_sq ((θ : ℂ) / 2)
  simp only [heatStep]
  rw [hp, hm]
  linear_combination (r * ψ x) * hcos + (2 * r * ψ x) * hhalf + (4 * r * ψ x) * hone

/-- For `0 ≤ r ≤ 1/2` the squared modulus after a step is at most the weighted average of the
old squared moduli at the site and its two neighbours. -/
theorem heatStep_sq_le {N : ℕ} {r : ℝ} (h0 : 0 ≤ r) (h1 : r ≤ 1 / 2)
    (f : ZMod N → ℂ) (x : ZMod N) :
    ‖heatStep r f x‖ ^ 2 ≤
      (1 - 2 * r) * ‖f x‖ ^ 2 + r * ‖f (x + 1)‖ ^ 2 + r * ‖f (x - 1)‖ ^ 2 := by
  have hw : 0 ≤ 1 - 2 * r := by linarith
  have hsplit : heatStep r f x =
      ((1 - 2 * r : ℝ) : ℂ) * f x + (r : ℂ) * f (x + 1) + (r : ℂ) * f (x - 1) := by
    simp only [heatStep]
    push_cast
    ring
  have htri : ‖heatStep r f x‖ ≤
      (1 - 2 * r) * ‖f x‖ + r * ‖f (x + 1)‖ + r * ‖f (x - 1)‖ := by
    rw [hsplit]
    refine norm_add₃_le.trans (le_of_eq ?_)
    rw [norm_mul, norm_mul, norm_mul, Complex.norm_real, Complex.norm_real,
      Real.norm_of_nonneg hw, Real.norm_of_nonneg h0]
  -- convexity of the square
  refine (pow_le_pow_left₀ (norm_nonneg _) htri 2).trans ?_
  nlinarith [mul_nonneg (mul_nonneg hw h0) (sq_nonneg (‖f x‖ - ‖f (x + 1)‖)),
    mul_nonneg (mul_nonneg hw h0) (sq_nonneg (‖f x‖ - ‖f (x - 1)‖)),
    mul_nonneg (mul_nonneg h0 h0) (sq_nonneg (‖f (x + 1)‖ - ‖f (x - 1)‖))]

/-- On a ring of any size, a step with `0 ≤ r ≤ 1/2` does not increase the l2 norm. -/
theorem l2Norm_heatStep_le {N : ℕ} [NeZero N] {r : ℝ} (h0 : 0 ≤ r) (h1 : r ≤ 1 / 2)
    (f : ZMod N → ℂ) : l2Norm (heatStep r f) ≤ l2Norm f := by
  -- sums over the ring are translation invariant
  have hp : ∑ x, ‖f (x + 1)‖ ^ 2 = ∑ x, ‖f x‖ ^ 2 :=
    Equiv.sum_comp (Equiv.addRight (1 : ZMod N)) (fun x => ‖f x‖ ^ 2)
  have hm : ∑ x, ‖f (x - 1)‖ ^ 2 = ∑ x, ‖f x‖ ^ 2 :=
    Equiv.sum_comp (Equiv.subRight (1 : ZMod N)) (fun x => ‖f x‖ ^ 2)
  apply Real.sqrt_le_sqrt
  refine (Finset.sum_le_sum fun x _ => heatStep_sq_le h0 h1 f x).trans (le_of_eq ?_)
  rw [Finset.sum_add_distrib, Finset.sum_add_distrib, ← Finset.mul_sum, ← Finset.mul_sum,
    ← Finset.mul_sum, hp, hm]
  ring

/-- For `0 ≤ r ≤ 1/2` the l2 norm after any number of steps is at most the initial one. -/
theorem l2Norm_iterate_le {N : ℕ} [NeZero N] {r : ℝ} (h0 : 0 ≤ r) (h1 : r ≤ 1 / 2)
    (f : ZMod N → ℂ) (n : ℕ) : l2Norm ((heatStep r)^[n] f) ≤ l2Norm f := by
  induction n with
  | zero => exact le_refl _
  | succ n ih =>
    rw [Function.iterate_succ_apply']
    exact (l2Norm_heatStep_le h0 h1 _).trans ih

/-- One time step multiplies the checkerboard field by `1 - 4 r`. -/
theorem heatStep_checkerboard {N : ℕ} (h : 2 ∣ N) (r : ℝ) (x : ZMod N) :
    heatStep r (checkerboard h) x = ((1 - 4 * r : ℝ) : ℂ) * checkerboard h x := by
  -- neighbouring sites carry opposite signs
  have hflip : ∀ y : ZMod N, checkerboard h (y + 1) = -checkerboard h y := by
    intro y
    have hpar : ∀ a : ZMod 2, a + 1 = 0 ↔ ¬ a = 0 := by decide
    simp only [checkerboard, map_add, map_one, hpar]
    by_cases hy : ZMod.castHom h (ZMod 2) y = 0
    · rw [if_neg (not_not.mpr hy), if_pos hy]
    · rw [if_pos hy, if_neg hy, neg_neg]
  have hp := hflip x
  have hm := hflip (x - 1)
  rw [sub_add_cancel] at hm
  simp only [heatStep]
  push_cast
  linear_combination (r : ℂ) * hp + (r : ℂ) * hm

/-- On a ring with an even number of sites, the explicit diffusion step never increases the l2 norm
exactly when `0 ≤ r ≤ 1/2`. -/
theorem stable_iff {N : ℕ} [NeZero N] (hN : Even N) (r : ℝ) :
    (∀ f : ZMod N → ℂ, l2Norm (heatStep r f) ≤ l2Norm f) ↔ 0 ≤ r ∧ r ≤ 1 / 2 := by
  refine ⟨fun hst => ?_, fun h f => l2Norm_heatStep_le h.1 h.2 f⟩
  -- test the scheme on the checkerboard field
  have hc : ∀ x, ‖checkerboard hN.two_dvd x‖ ^ 2 = 1 := by
    intro x
    unfold checkerboard
    split_ifs <;> simp
  have hs : ∀ x, ‖heatStep r (checkerboard hN.two_dvd) x‖ ^ 2 = (1 - 4 * r) ^ 2 := by
    intro x
    rw [heatStep_checkerboard, norm_mul, mul_pow, hc, mul_one, Complex.norm_real,
      Real.norm_eq_abs, sq_abs]
  have h := hst (checkerboard hN.two_dvd)
  unfold l2Norm at h
  rw [Real.sqrt_le_sqrt_iff (Finset.sum_nonneg fun x _ => sq_nonneg _)] at h
  simp only [hs, hc, Finset.sum_const, Finset.card_univ, ZMod.card, nsmul_eq_mul] at h
  have hpos : (0 : ℝ) < N := Nat.cast_pos.mpr (Nat.pos_of_ne_zero (NeZero.ne N))
  have hle : (1 - 4 * r) ^ 2 ≤ 1 := le_of_mul_le_mul_left h hpos
  constructor
  · nlinarith [sq_nonneg r]
  · nlinarith [sq_nonneg (r - 1 / 2)]

/-- On a ring of three sites the step with `r = 2/3` preserves the l2 norm of every field. -/
theorem three_sites_preserved (f : ZMod 3 → ℂ) :
    l2Norm (heatStep (2 / 3) f) = l2Norm f := by
  have hsum : ∀ g : ZMod 3 → ℝ, ∑ x, g x = g 0 + g 1 + g 2 := fun g => Fin.sum_univ_three g
  have a0 : (0 : ZMod 3) + 1 = 1 := by decide
  have a1 : (1 : ZMod 3) + 1 = 2 := by decide
  have a2 : (2 : ZMod 3) + 1 = 0 := by decide
  have b0 : (0 : ZMod 3) - 1 = 2 := by decide
  have b1 : (1 : ZMod 3) - 1 = 0 := by decide
  have b2 : (2 : ZMod 3) - 1 = 1 := by decide
  unfold l2Norm
  congr 1
  rw [hsum, hsum]
  simp only [heatStep, a0, a1, a2, b0, b1, b2, Complex.sq_norm, Complex.normSq_apply,
    Complex.add_re, Complex.add_im, Complex.sub_re, Complex.sub_im, Complex.mul_re,
    Complex.mul_im, Complex.ofReal_re, Complex.ofReal_im, Complex.re_ofNat, Complex.im_ofNat]
  ring

end

end PeriodicDiffusionStability
```

```lean
#print axioms PeriodicDiffusionStability.heatStep_planeWave
-- 'PeriodicDiffusionStability.heatStep_planeWave' depends on axioms: [propext, Classical.choice, Quot.sound]
#print axioms PeriodicDiffusionStability.l2Norm_iterate_le
-- 'PeriodicDiffusionStability.l2Norm_iterate_le' depends on axioms: [propext, Classical.choice, Quot.sound]
#print axioms PeriodicDiffusionStability.stable_iff
-- 'PeriodicDiffusionStability.stable_iff' depends on axioms: [propext, Classical.choice, Quot.sound]
#print axioms PeriodicDiffusionStability.three_sites_preserved
-- 'PeriodicDiffusionStability.three_sites_preserved' depends on axioms: [propext, Classical.choice, Quot.sound]
```

## From the lemmas to the equivalence

`heatStep_planeWave` describes the plane wave as an additive character `ψ`, a map that turns sums of sites into products of values. The hypothesis `hψ` fixes its value at site 1 as e^{iθ}. From this `hp` and `hm` express the two neighbours through `ψ x`. The final `linear_combination` adds up three identities: the exponentials sum to 2 cos θ, the double-angle formula turns cos θ into 2cos²(θ/2) − 1, and sin² + cos² = 1 finishes the calculation. The lemma supplies the physical picture; the main theorem does not call on it.

`heatStep_sq_le` is the pointwise estimate. `hsplit` is the regrouping into a weighted average, and `htri` is the triangle inequality, where the signs of the weights allow |1 − 2r| and |r| to be replaced by 1 − 2r and r. The last call, `nlinarith`, receives the three non-negative products w r (a − b)², w r (a − c)² and r² (b − c)², which are the terms of the identity derived above.

`l2Norm_heatStep_le` sums this estimate. `hp` and `hm` state that shifting a field by one site leaves the sum of its squared moduli unchanged; `Equiv.sum_comp` proves them, because a shift is a bijection of the ring. Monotonicity of the square root reduces the comparison of norms to one of sums. `l2Norm_iterate_le` then proves the bound for `n` steps by induction, using the one-step bound once more at each stage.

`checkerboard` is defined by reducing the site label modulo 2. This reduction respects addition around the ring only if 2 divides N, and `ZMod.castHom` accordingly asks for the proof `h`. In `heatStep_checkerboard`, the statement `hflip` says that neighbouring sites have opposite signs. It rests on the fact that adding 1 in `ZMod 2` exchanges the two classes, which `decide` settles by going through both cases. Using `hflip` at `x` and at `x - 1` covers both neighbours, and `linear_combination` collects the factor 1 − 4r.

In `stable_iff` the direction from the bounds on `r` to stability is `l2Norm_heatStep_le`. For the other direction the assumed inequality is applied to the checkerboard field. `hc` and `hs` give its squared modulus at each site before and after the step, namely 1 and (1 − 4r)². Removing the square roots leaves N(1 − 4r)² ≤ N, and dividing by the positive number N gives `hle`. The two closing `nlinarith` calls extract the bounds: the first combines 16r² ≤ 8r with r² ≥ 0 to get r ≥ 0, and the second combines it with (r − 1/2)² ≥ 0 to get r ≤ 1/2.

`three_sites_preserved` proves the counter-example by direct expansion instead of the reflection argument. The sum is written as three terms, the neighbours of sites 0, 1 and 2 are computed, and each squared modulus is expanded into real and imaginary parts. What remains is a polynomial identity, which `ring` verifies.
